# Direction selection in Landau theory: with an isotropic quadratic term and a homogeneous quartic that is positive on the unit sphere, the order parameter below the transition lies along a minimizing direction of the quartic

Q: Below a transition, an order parameter with $n$ real components has to settle on a length and a direction. Which energy decides this here, and in what conventions?

A: The order parameter is a vector $x\in\mathbb R^n$, and its energy is $F(x)=a\|x\|^2+Q(x)$, with $a$ a real coefficient and $Q$ a polynomial. There are no prefactors $1/2$ or $1/4$, so formulas from texts that use them need rescaling.

```lean
import Mathlib

open MvPolynomial

namespace LandauDirectionSelection

noncomputable section

variable {n : ℕ} {Q : MvPolynomial (Fin n) ℝ} {a q : ℝ}
```

A: `EuclideanSpace ℝ (Fin n)` supplies the usual length $\|x\|$. The function `quartic` evaluates any polynomial, despite its name. That $Q$ has only terms of degree four is a separate hypothesis, `Q.IsHomogeneous 4`.

```lean
/-- The value of the polynomial `Q` at the order parameter `x`. -/
def quartic (Q : MvPolynomial (Fin n) ℝ) (x : EuclideanSpace ℝ (Fin n)) : ℝ :=
  eval x.ofLp Q

/-- The Landau free energy `a ‖x‖² + Q(x)` of an `n`-component order parameter. -/
def landau (a : ℝ) (Q : MvPolynomial (Fin n) ℝ) (x : EuclideanSpace ℝ (Fin n)) : ℝ :=
  a * ‖x‖ ^ 2 + quartic Q x
```

Q: And the preferred direction?

A: It enters through $q$, the minimum of $Q$ over unit vectors. `IsLeast` says that $q$ is a lower bound and that some unit vector attains it. This excludes $n=0$, where there are no unit vectors.

```lean
/-- `q` is the minimum of `Q` over all directions, that is, over the unit sphere. -/
abbrev IsSphereMin (Q : MvPolynomial (Fin n) ℝ) (q : ℝ) : Prop :=
  IsLeast (quartic Q '' Metric.sphere 0 1) q
```

Q: You then assume $q>0$. Is that physics or convenience?

A: It is stability below the transition: for $a<0$, the energy is bounded below only if the quartic term is positive in every direction. If $Q$ is positive away from the origin and $n\ge1$, such a $q$ exists, because a continuous function attains its minimum on the compact sphere.

```lean
/-- For at least one component, a polynomial that is positive away from the origin has a
positive minimum on the unit sphere. -/
theorem exists_sphereMin [NeZero n] (hpos : ∀ x, x ≠ 0 → 0 < quartic Q x) :
    ∃ q, 0 < q ∧ IsSphereMin Q q := by
  have hc : Continuous (quartic Q) :=
    (MvPolynomial.continuous_eval Q).comp (PiLp.continuous_ofLp 2 _)
  have hne : (Metric.sphere (0 : EuclideanSpace ℝ (Fin n)) 1).Nonempty :=
    ⟨EuclideanSpace.single 0 1, by simp⟩
  obtain ⟨q, hq⟩ := ((isCompact_sphere _ _).image hc).exists_isLeast (hne.image _)
  refine ⟨q, ?_, hq⟩
  obtain ⟨u, hu, rfl⟩ := hq.1
  apply hpos
  rintro rfl
  simp at hu
```

Q: Derive the ordered state for me before you show me more Lean.

A: Every monomial of $Q$ has degree four, so $Q(tx)=t^4Q(x)$. For $x\neq0$, the unit vector $x/\|x\|$ gives
$$Q(x)=\|x\|^4\,Q(x/\|x\|)\ge q\|x\|^4,$$
and at $x=0$ both sides vanish.

Now let $a<0$, which in mean-field theory means below the transition temperature, and define $s>0$ by $s^2=-a/(2q)$. Then $a=-2qs^2$, and completing the square gives
$$F(x)=-qs^4+\bigl(Q(x)-q\|x\|^4\bigr)+q\bigl(\|x\|^2-s^2\bigr)^2 .$$
The first bracket is the cost of a wrong direction, the last term that of a wrong length. Neither is negative, so $F\ge-qs^4=-a^2/(4q)$. If $u$ is a unit vector with $Q(u)=q$, both costs vanish at $x=su$, and the bound is attained.

Conversely, a minimizer pays neither cost. Hence $\|x\|=s$ and $Q(x)=qs^4$, so $u=x/s$ is a unit vector with $Q(u)=q$.

Q: Where is the scaling law in the code?

A: `quartic_smul` proves it monomial by monomial: `hdeg` says that the exponents add up to four, and `hp` pulls out $t^4$. `quartic_lower` then normalizes $x$, treating $x=0$ separately, and `landau_ray` gives the energy along a fixed direction.

```lean
/-- A homogeneous quartic scales with the fourth power of the amplitude. -/
theorem quartic_smul (hQ : Q.IsHomogeneous 4) (t : ℝ) (x : EuclideanSpace ℝ (Fin n)) :
    quartic Q (t • x) = t ^ 4 * quartic Q x := by
  unfold quartic
  rw [MvPolynomial.eval_eq', MvPolynomial.eval_eq', Finset.mul_sum]
  apply Finset.sum_congr rfl
  intro d hd
  -- every monomial present has total degree four
  have hdeg : ∑ i, d i = 4 := by
    have h := hQ (MvPolynomial.mem_support_iff.mp hd)
    rw [Finsupp.weight_apply, Finsupp.sum_fintype] at h
    · simpa using h
    · intro i
      simp
  have hp : ∏ i, (t • x).ofLp i ^ d i = t ^ 4 * ∏ i, x.ofLp i ^ d i := by
    rw [← hdeg, ← Finset.prod_pow_eq_pow_sum, ← Finset.prod_mul_distrib]
    exact Finset.prod_congr rfl fun i _ => by rw [PiLp.smul_apply, smul_eq_mul, mul_pow]
  rw [hp]
  ring

/-- The minimum `q` of a homogeneous quartic on the unit sphere bounds it everywhere:
`Q(x) ≥ q ‖x‖⁴`. -/
theorem quartic_lower (hQ : Q.IsHomogeneous 4) (hq : IsSphereMin Q q)
    (x : EuclideanSpace ℝ (Fin n)) : q * ‖x‖ ^ 4 ≤ quartic Q x := by
  by_cases hx : x = 0
  · subst hx
    have h := quartic_smul hQ 0 (0 : EuclideanSpace ℝ (Fin n))
    rw [zero_smul] at h
    have h0 : quartic Q 0 = 0 := by simpa using h
    simp [h0]
  · have hn : ‖x‖ ≠ 0 := norm_ne_zero_iff.mpr hx
    have hu : ‖‖x‖⁻¹ • x‖ = 1 := by
      rw [norm_smul, norm_inv, norm_norm, inv_mul_cancel₀ hn]
    have h1 : q ≤ quartic Q (‖x‖⁻¹ • x) :=
      hq.2 ⟨_, mem_sphere_zero_iff_norm.mpr hu, rfl⟩
    rw [quartic_smul hQ] at h1
    calc q * ‖x‖ ^ 4 ≤ (‖x‖⁻¹ ^ 4 * quartic Q x) * ‖x‖ ^ 4 :=
          mul_le_mul_of_nonneg_right h1 (by positivity)
      _ = quartic Q x := by field_simp

/-- Along a fixed direction the free energy with a homogeneous quartic term is a
one-component Landau polynomial in the amplitude `t`. -/
theorem landau_ray (hQ : Q.IsHomogeneous 4) (t : ℝ) (u : EuclideanSpace ℝ (Fin n)) :
    landau a Q (t • u) = a * ‖u‖ ^ 2 * t ^ 2 + quartic Q u * t ^ 4 := by
  unfold landau
  rw [quartic_smul hQ, norm_smul, mul_pow, Real.norm_eq_abs, sq_abs]
  ring
```

Q: Does the main theorem say all of what you derived?

A: Yes, in two parts. The first says that $-a^2/(4q)$ is the least value of $F$; Lean reads `-a ^ 2` as $-(a^2)$. The second says that $x$ satisfies $F(x)\le F(y)$ for all $y$ if and only if $x=\sqrt{-a/(2q)}\,u$ with $\|u\|=1$ and $Q(u)=q$.

```lean
/-- Direction selection: let the homogeneous quartic `Q` have minimum `q > 0` on the unit
sphere, and let `a < 0`. The least free energy is `-a²/(4q)`, and the global minimizers are
exactly the vectors `√(-a/(2q)) u` with `u` a unit vector at which `Q(u) = q`. -/
theorem direction_selection (hQ : Q.IsHomogeneous 4) (hq : IsSphereMin Q q)
    (hq0 : 0 < q) (ha : a < 0) :
    IsLeast (Set.range (landau a Q)) (-a ^ 2 / (4 * q)) ∧
    ∀ x, (∀ y, landau a Q x ≤ landau a Q y) ↔
      ∃ u, ‖u‖ = 1 ∧ quartic Q u = q ∧ x = √(-a / (2 * q)) • u := by
  have hpos : 0 < -a / (2 * q) := div_pos (by linarith) (by linarith)
  have hs : 0 < √(-a / (2 * q)) := Real.sqrt_pos.mpr hpos
  have h2 : 2 * q * √(-a / (2 * q)) ^ 2 = -a := by
    rw [Real.sq_sqrt hpos.le]
    field_simp
  generalize √(-a / (2 * q)) = s at hs h2 ⊢
  have hm : -a ^ 2 / (4 * q) = -(q * s ^ 4) := by
    rw [div_eq_iff (by positivity)]
    linear_combination (2 * q * s ^ 2 - a) * h2
  rw [hm]
  have hval : ∀ u, ‖u‖ = 1 → quartic Q u = q → landau a Q (s • u) = -(q * s ^ 4) := by
    intro u hu hqu
    rw [landau_ray hQ, hu, hqu]
    linear_combination s ^ 2 * h2
  -- completing the square separates the angular and the radial cost
  have hsq : ∀ y, landau a Q y =
      -(q * s ^ 4) + (quartic Q y - q * ‖y‖ ^ 4) + q * (‖y‖ ^ 2 - s ^ 2) ^ 2 := by
    intro y
    unfold landau
    linear_combination ‖y‖ ^ 2 * h2
  have hlow : ∀ y, -(q * s ^ 4) ≤ landau a Q y := by
    intro y
    have h1 := quartic_lower hQ hq y
    have h3 : 0 ≤ q * (‖y‖ ^ 2 - s ^ 2) ^ 2 := by positivity
    rw [hsq y]
    linarith
  obtain ⟨u₀, hu₀, hqu₀⟩ := hq.1
  have hu₀' : ‖u₀‖ = 1 := mem_sphere_zero_iff_norm.mp hu₀
  refine ⟨⟨⟨s • u₀, hval u₀ hu₀' hqu₀⟩, ?_⟩, fun x => ⟨fun hx => ?_, ?_⟩⟩
  · rintro _ ⟨y, rfl⟩
    exact hlow y
  · -- a minimizer pays neither cost
    have h := hx (s • u₀)
    rw [hval u₀ hu₀' hqu₀, hsq x] at h
    have h1 := quartic_lower hQ hq x
    have h3 : 0 ≤ q * (‖x‖ ^ 2 - s ^ 2) ^ 2 := by positivity
    have h4 : q * (‖x‖ ^ 2 - s ^ 2) ^ 2 = 0 := le_antisymm (by linarith) h3
    have h5 : ‖x‖ ^ 2 - s ^ 2 = 0 :=
      (pow_eq_zero_iff two_ne_zero).mp ((mul_eq_zero.mp h4).resolve_left hq0.ne')
    have hnx : ‖x‖ = s := (sq_eq_sq₀ (norm_nonneg x) hs.le).mp (by linarith)
    have hQx : quartic Q x = q * s ^ 4 := by
      rw [← hnx]
      linarith
    refine ⟨s⁻¹ • x, ?_, ?_, ?_⟩
    · rw [norm_smul, norm_inv, Real.norm_of_nonneg hs.le, hnx, inv_mul_cancel₀ hs.ne']
    · rw [quartic_smul hQ, hQx]
      field_simp
    · rw [smul_inv_smul₀ hs.ne']
  · rintro ⟨u, hu, hqu, rfl⟩ y
    rw [hval u hu hqu]
    exact hlow y
```

Q: How does Lean complete a square that contains a square root?

A: It first forgets the root. `generalize` replaces $\sqrt{-a/(2q)}$ by a letter `s`, about which only two facts remain: `hs`, that $s>0$, and `h2`, that $2qs^2=-a$. In `hsq`, the difference between the two sides of the identity is $\|y\|^2(2qs^2+a)$, which is $\|y\|^2$ times the difference between the two sides of `h2`. The line `linear_combination ‖y‖ ^ 2 * h2` states that multiple, and ring algebra checks the rest. It is the substitution $a=-2qs^2$ made above.

After that, `hlow` is the lower bound, `hval` evaluates $F$ at $su$, and `h4` shows that a minimizer has no radial cost.

Q: What happens for other signs?

A: For $a\ge0$ and $q>0$, $F(x)\ge q\|x\|^4$, which is positive unless $x=0$. Since $F(0)=0$, the disordered state is the only minimizer.

```lean
/-- For `a ≥ 0` and a homogeneous quartic with positive minimum on the unit sphere, the
only global minimizer is the zero order parameter. -/
theorem disordered_phase (hQ : Q.IsHomogeneous 4) (hq : IsSphereMin Q q)
    (hq0 : 0 < q) (ha : 0 ≤ a) (x : EuclideanSpace ℝ (Fin n)) :
    (∀ y, landau a Q x ≤ landau a Q y) ↔ x = 0 := by
  have h0 : landau a Q 0 = 0 := by
    have h := landau_ray (a := a) hQ 0 (0 : EuclideanSpace ℝ (Fin n))
    rw [zero_smul] at h
    simpa using h
  have hlow : ∀ y, q * ‖y‖ ^ 4 ≤ landau a Q y := by
    intro y
    have h1 := quartic_lower hQ hq y
    have h2 : 0 ≤ a * ‖y‖ ^ 2 := by positivity
    unfold landau
    linarith
  constructor
  · intro hx
    by_contra hne
    have hn : 0 < ‖x‖ := norm_pos_iff.mpr hne
    have h1 : 0 < q * ‖x‖ ^ 4 := by positivity
    linarith [hx 0, hlow x]
  · rintro rfl y
    rw [h0]
    exact le_trans (by positivity) (hlow y)
```

A: If $Q(u)<0$ for some $u$, then $F(tu)=a\|u\|^2t^2+Q(u)t^4$ falls without bound as $t$ grows, whatever $a$ is. Given a proposed lower bound $B$, the proof takes some $r$ above an explicit threshold, so that the energy at $\sqrt r\,u$ lies below $B$. The truncated model then has no global minimum; adding a homogeneous sixth-order term that is positive in every direction restores one.

```lean
/-- If a homogeneous quartic is negative in some direction, the free energy is unbounded
below for every `a`. -/
theorem unstable_of_neg (hQ : Q.IsHomogeneous 4) (a : ℝ) {u : EuclideanSpace ℝ (Fin n)}
    (hu : quartic Q u < 0) : ¬ BddBelow (Set.range (landau a Q)) := by
  rintro ⟨B, hB⟩
  obtain ⟨r, hr⟩ := exists_gt (max 1 ((|a * ‖u‖ ^ 2| + |B| + 1) / (-quartic Q u)))
  have hr1 : 1 < r := lt_of_le_of_lt (le_max_left _ _) hr
  have hr2 := lt_of_le_of_lt (le_max_right _ _) hr
  rw [div_lt_iff₀ (by linarith)] at hr2
  -- the amplitude √r is large enough for the quartic term to win
  have h : B ≤ landau a Q (√r • u) := hB ⟨_, rfl⟩
  have hs : √r ^ 2 = r := Real.sq_sqrt (by linarith)
  have hs4 : √r ^ 4 = r ^ 2 := by
    calc √r ^ 4 = (√r ^ 2) ^ 2 := by ring
      _ = r ^ 2 := by rw [hs]
  rw [landau_ray hQ, hs, hs4] at h
  have h1 : a * ‖u‖ ^ 2 + quartic Q u * r < -(|B| + 1) := by
    linarith [le_abs_self (a * ‖u‖ ^ 2)]
  have h2 := mul_lt_mul_of_pos_left h1 (by linarith : (0 : ℝ) < r)
  have h3 := mul_nonneg (by linarith : (0 : ℝ) ≤ r - 1) (abs_nonneg B)
  linarith [neg_abs_le B]
```

Q: Give me a case in which the direction can be computed.

A: Take $Q=b\|x\|^4+v\sum_i x_i^4$ with $v>0$. "Cubic" refers to the crystal symmetry; the degree is four.

```lean
/-- The quartic with cubic anisotropy, `b (∑ xᵢ²)² + v ∑ xᵢ⁴`. -/
def cubicAnisotropy (n : ℕ) (b v : ℝ) : MvPolynomial (Fin n) ℝ :=
  C b * (∑ i, X i ^ 2) ^ 2 + C v * ∑ i, X i ^ 4
```

A: For a unit vector $u$,
$$\sum_i\Bigl(u_i^2-\frac1n\Bigr)^2=\sum_i u_i^4-\frac2n+\frac1n=\sum_i u_i^4-\frac1n,$$
so $Q(u)=b+v/n+v\sum_i(u_i^2-1/n)^2$. The minimum is $q=b+v/n$, reached exactly when every $u_i^2=1/n$. These are the body diagonals for $n=3$; for $n=1$ they are just the two directions of the line. In the proof, `key` is this identity and `hdir` reads off the directions.

```lean
/-- For `v > 0` and at least one component, the quartic with cubic anisotropy has minimum
`b + v/n` on the unit sphere, attained exactly on the body diagonals `uᵢ² = 1/n`. -/
theorem cubic_directions [NeZero n] (b : ℝ) {v : ℝ} (hv : 0 < v) :
    IsSphereMin (cubicAnisotropy n b v) (b + v / n) ∧
    ∀ u, (‖u‖ = 1 ∧ quartic (cubicAnisotropy n b v) u = b + v / n) ↔
      ∀ i, u i ^ 2 = 1 / (n : ℝ) := by
  have hn : (n : ℝ) ≠ 0 := Nat.cast_ne_zero.mpr (NeZero.ne n)
  have hnorm : ∀ u : EuclideanSpace ℝ (Fin n), ‖u‖ ^ 2 = ∑ i, u i ^ 2 := by
    intro u
    simp [EuclideanSpace.norm_sq_eq]
  -- on the sphere the anisotropy measures the spread of the squared components
  have key : ∀ u : EuclideanSpace ℝ (Fin n), ‖u‖ = 1 →
      quartic (cubicAnisotropy n b v) u =
        b + v / n + v * ∑ i, (u i ^ 2 - 1 / (n : ℝ)) ^ 2 := by
    intro u hu
    have h1 : ∑ i, u i ^ 2 = 1 := by rw [← hnorm, hu, one_pow]
    have h2 : quartic (cubicAnisotropy n b v) u =
        b * (∑ i, u i ^ 2) ^ 2 + v * ∑ i, u i ^ 4 := by
      simp [quartic, cubicAnisotropy]
    have h3 : ∀ i, (u i ^ 2 - 1 / (n : ℝ)) ^ 2 =
        u i ^ 4 - 2 / (n : ℝ) * u i ^ 2 + 1 / (n : ℝ) ^ 2 := fun i => by ring
    have hc : (n : ℝ) * (1 / (n : ℝ) ^ 2) = 1 / n := by field_simp
    rw [h2, h1]
    simp only [h3, Finset.sum_add_distrib, Finset.sum_sub_distrib, ← Finset.mul_sum,
      Finset.sum_const, Finset.card_univ, Fintype.card_fin, nsmul_eq_mul]
    rw [h1, hc]
    ring
  have hdir : ∀ u, (‖u‖ = 1 ∧ quartic (cubicAnisotropy n b v) u = b + v / n) ↔
      ∀ i, u i ^ 2 = 1 / (n : ℝ) := by
    intro u
    constructor
    · rintro ⟨hu, h⟩ i
      rw [key u hu] at h
      have h1 : v * ∑ i, (u i ^ 2 - 1 / (n : ℝ)) ^ 2 = 0 := by linarith
      have h2 := (mul_eq_zero.mp h1).resolve_left hv.ne'
      have h3 := (Finset.sum_eq_zero_iff_of_nonneg fun i _ => sq_nonneg _).mp h2 i
        (Finset.mem_univ i)
      exact sub_eq_zero.mp ((pow_eq_zero_iff two_ne_zero).mp h3)
    · intro h
      have h1 : ‖u‖ ^ 2 = 1 := by
        rw [hnorm]
        simp only [h, Finset.sum_const, Finset.card_univ, Fintype.card_fin, nsmul_eq_mul]
        exact mul_one_div_cancel hn
      have hu : ‖u‖ = 1 :=
        (sq_eq_sq₀ (norm_nonneg u) zero_le_one).mp (by rw [h1, one_pow])
      refine ⟨hu, ?_⟩
      rw [key u hu]
      simp [h]
  refine ⟨⟨?_, ?_⟩, hdir⟩
  · have h := (hdir (WithLp.toLp 2 fun _ => √(1 / (n : ℝ)))).mpr
      fun i => Real.sq_sqrt (by positivity)
    exact ⟨_, mem_sphere_zero_iff_norm.mpr h.1, h.2⟩
  · rintro _ ⟨u, hu, rfl⟩
    rw [key u (mem_sphere_zero_iff_norm.mp hu)]
    have h : 0 ≤ v * ∑ i, (u i ^ 2 - 1 / (n : ℝ)) ^ 2 :=
      mul_nonneg hv.le (Finset.sum_nonneg fun i _ => sq_nonneg _)
    linarith
```

A: If also $b+v/n>0$ and $a<0$, the main theorem gives $x_i^2=s^2/n=-a/(2(nb+v))$. The last proof checks that $Q$ is homogeneous, applies `direction_selection`, and translates between $u$ and $x=su$.

```lean
/-- With cubic anisotropy `v > 0`, `b + v/n > 0`, `a < 0` and at least one component, the
global minimizers are exactly the `x` with `xᵢ² = -a/(2(nb + v))` for every `i`. -/
theorem cubic_minimizers [NeZero n] {b v : ℝ} (hv : 0 < v) (hb : 0 < b + v / n)
    (ha : a < 0) (x : EuclideanSpace ℝ (Fin n)) :
    (∀ y, landau a (cubicAnisotropy n b v) x ≤ landau a (cubicAnisotropy n b v) y) ↔
      ∀ i, x i ^ 2 = -a / (2 * (n * b + v)) := by
  have hn : (n : ℝ) ≠ 0 := Nat.cast_ne_zero.mpr (NeZero.ne n)
  have hQ : (cubicAnisotropy n b v).IsHomogeneous 4 := by
    have h2 : (∑ i : Fin n, (X i : MvPolynomial (Fin n) ℝ) ^ 2).IsHomogeneous 2 :=
      IsHomogeneous.sum _ _ _ fun i _ => (isHomogeneous_X ℝ i).pow 2
    have h4 : (∑ i : Fin n, (X i : MvPolynomial (Fin n) ℝ) ^ 4).IsHomogeneous 4 :=
      IsHomogeneous.sum _ _ _ fun i _ => (isHomogeneous_X ℝ i).pow 4
    have hb4 := (isHomogeneous_C (Fin n) b).mul (h2.pow 2)
    have hv4 := (isHomogeneous_C (Fin n) v).mul h4
    exact IsHomogeneous.add hb4 hv4
  obtain ⟨hmin, hdir⟩ := cubic_directions (n := n) b hv
  rw [(direction_selection hQ hmin hb ha).2 x]
  have hpos : 0 < -a / (2 * (b + v / n)) := div_pos (by linarith) (by linarith)
  have hs := Real.sqrt_pos.mpr hpos
  have hs2 := Real.sq_sqrt hpos.le
  have hr : -a / (2 * (n * b + v)) = -a / (2 * (b + v / n)) * (1 / n) := by
    have h : (n : ℝ) * b + v = (b + v / n) * n := by
      rw [add_mul, div_mul_cancel₀ v hn]
      ring
    rw [h, div_mul_div_comm, mul_one, mul_assoc]
  rw [← hs2] at hr
  generalize √(-a / (2 * (b + v / n))) = s at hs hr ⊢
  constructor
  · rintro ⟨u, hu, hqu, rfl⟩ i
    rw [PiLp.smul_apply, smul_eq_mul, mul_pow, (hdir u).mp ⟨hu, hqu⟩ i]
    exact hr.symm
  · intro h
    have h1 : ∀ i, (s⁻¹ • x) i ^ 2 = 1 / (n : ℝ) := by
      intro i
      have hi : x i ^ 2 = s ^ 2 * (1 / (n : ℝ)) := (h i).trans hr
      rw [PiLp.smul_apply, smul_eq_mul, mul_pow, hi, ← mul_assoc, ← mul_pow,
        inv_mul_cancel₀ hs.ne', one_pow, one_mul]
    obtain ⟨hu, hqu⟩ := (hdir _).mpr h1
    exact ⟨s⁻¹ • x, hu, hqu, (smul_inv_smul₀ hs.ne' x).symm⟩

end

end LandauDirectionSelection
```

```lean
#print axioms LandauDirectionSelection.direction_selection
#print axioms LandauDirectionSelection.disordered_phase
#print axioms LandauDirectionSelection.unstable_of_neg
#print axioms LandauDirectionSelection.cubic_minimizers
```

```
'LandauDirectionSelection.direction_selection' depends on axioms: [propext, Classical.choice, Quot.sound]
'LandauDirectionSelection.disordered_phase' depends on axioms: [propext, Classical.choice, Quot.sound]
'LandauDirectionSelection.unstable_of_neg' depends on axioms: [propext, Classical.choice, Quot.sound]
'LandauDirectionSelection.cubic_minimizers' depends on axioms: [propext, Classical.choice, Quot.sound]
```

Q: How would I meet this in a calculation?

A: Suppose you fit this polynomial to first-principles energies of a cubic crystal with inversion symmetry, distorted along a uniform polar soft mode with three components, keeping terms up to fourth order. Say the fit gives $a=-2$, $b=1$, $v=3$ in scaled units. Then $q=2$, each $x_i^2=1/6$, and the energy is $-1/2$ at eight minima along the body diagonals. Along a cube axis $Q(u)=b+v=4$, and the best energy there is only $-1/4$.

Q: So is the crystal's equilibrium state settled?

A: Only if it is the minimizer of this uniform, truncated energy. That identification is the mean-field step, and no hypothesis here supplies it: thermal fluctuations, spatial variation or sixth-order terms can change the outcome.
